# Nonzero solutions at two energies and the energy derivative of one of them are linearly independent

The energy derivative enters here through an equation, not through a limit. If $Hu(E)=E\,u(E)$ for a family of radial solutions, with an $H$ that does not itself depend on $E$, differentiating in $E$ gives $H\dot u=E\dot u+u$. The file takes this relation as a hypothesis on a vector $w$ standing for $\dot u$. It also leaves $H$ merely linear, with no inner product. A Hermitian $H$ would force $\langle u,u\rangle=\langle u,(H-E)w\rangle=0$, so $H$ must act on radial functions before boundary conditions make it Hermitian. These would be set at the surface of the atomic (muffin-tin) sphere in which the radial equation is solved.

```lean
import Mathlib

open Finset

namespace LocalOrbitals

variable {K V : Type*} [Field K] [AddCommGroup V] [Module K V]
```

$K$ is the field of scalars, for instance $\mathbb R$ or $\mathbb C$, and $V$ is a vector space over it, of any dimension.

```lean
/-- The relations obeyed by the first `n` Taylor coefficients in energy of a solution of `H u = E
u`: `u 0` solves the equation at `E`, and `(H - E) u (k+1) = u k` for `k + 1 < n`. -/
def IsEnergyChain (H : Module.End K V) (E : K) (n : ℕ) (u : ℕ → V) : Prop :=
  H (u 0) = E • u 0 ∧ ∀ k, k + 1 < n → H (u (k + 1)) = E • u (k + 1) + u k
```

`Module.End K V` is the type of linear maps from $V$ to itself, and `•` is multiplication by a scalar. The definition says $Hu_0=Eu_0$ and $Hu_{k+1}=Eu_{k+1}+u_k$ for $k+1<n$. These are the relations obeyed by the Taylor coefficients $u_k=u^{(k)}(E)/k!$.

```lean
/-- The Hamiltonian measured from the reference energy `E`, that is `H - E`. -/
def detuned (H : Module.End K V) (E : K) : Module.End K V :=
  H - E • (1 : Module.End K V)
```

This is $N=H-E$, with $E$ multiplying the identity map.

```lean
/-- The local orbital built from a solution `u`, its energy derivative `w` and
a solution `v` at another energy. -/
def localOrbital (u w v : V) (a b : K) : V := a • u + b • w + v
```

The local orbital is $au+bw+v$, with the coefficient of $v$ fixed at 1.

```lean
theorem detuned_apply (H : Module.End K V) (E : K) (x : V) :
    detuned H E x = H x - E • x := rfl
```

In words, $Nx=Hx-Ex$. This holds by definition, hence the proof `rfl`.

```lean
/-- The `k`-th energy Taylor coefficient is annihilated by `(H - E)^(k+1)`. -/
theorem chain_annihilated {H : Module.End K V} {E : K} {n : ℕ} {u : ℕ → V}
    (h : IsEnergyChain H E n u) (k : ℕ) (hk : k < n) :
    (detuned H E ^ (k + 1)) (u k) = 0 := by
  induction k with
  | zero => rw [zero_add, pow_one, detuned_apply, h.1, sub_self]
  | succ k ih =>
    rw [pow_succ, Module.End.mul_apply, detuned_apply, h.2 k hk, add_sub_cancel_left]
    exact ih (by omega)
```

The claim is $N^{k+1}u_k=0$ for $k<n$. By hand, $Nu_0=0$ and $Nu_{k+1}=u_k$, so $N^{k+2}u_{k+1}=N^{k+1}u_k=0$. The `induction` has the same two cases.

```lean
/-- On a solution at energy `ε`, the operator `(H - E)^n` acts as the number `(ε - E)^n`. -/
theorem detuned_pow_apply {H : Module.End K V} {ε : K} {x : V} (E : K)
    (hx : H x = ε • x) (n : ℕ) : (detuned H E ^ n) x = (ε - E) ^ n • x := by
  induction n with
  | zero => simp
  | succ n ih =>
    rw [pow_succ (detuned H E) n, Module.End.mul_apply, detuned_apply, hx, ← sub_smul,
      map_smul, ih, smul_smul, pow_succ (ε - E) n, mul_comm]
```

If $Hx=\varepsilon x$, then $Nx=(\varepsilon-E)x$, and repeating this $n$ times gives $N^nx=(\varepsilon-E)^nx$.

```lean
/-- A nonzero solution and its energy Taylor coefficients are linearly independent. -/
theorem chain_linearIndependent {H : Module.End K V} {E : K} {n : ℕ} {u : ℕ → V}
    (h : IsEnergyChain H E n u) (h0 : u 0 ≠ 0) :
    LinearIndependent K (fun k : Fin n => u k) := by
  induction n with
  | zero => exact linearIndependent_empty_type
  | succ n ih =>
    have ih' := Fintype.linearIndependent_iff.1 (ih ⟨h.1, fun k hk => h.2 k (by omega)⟩)
    rw [Fintype.linearIndependent_iff]
    intro g hg
    rw [Fin.sum_univ_succ] at hg
    -- `H - E` removes the first term and lowers all the others by one step
    have hN := congrArg (detuned H E) hg
    have hstep : ∀ i : Fin n, detuned H E (u (i.succ : Fin (n + 1))) = u i := by
      intro i
      rw [Fin.val_succ, detuned_apply, h.2 i (Nat.succ_lt_succ i.isLt), add_sub_cancel_left]
    have hz : detuned H E (u ((0 : Fin (n + 1)) : ℕ)) = 0 := by
      rw [Fin.val_zero, detuned_apply, h.1, sub_self]
    simp only [map_add, map_sum, map_smul, hstep, hz, smul_zero, zero_add, map_zero] at hN
    have hs : ∀ i : Fin n, g i.succ = 0 := ih' (fun i => g i.succ) hN
    have hfirst : g 0 • u 0 = 0 := by simpa [hs] using hg
    intro i
    exact Fin.cases ((smul_eq_zero.1 hfirst).resolve_right h0) hs i
```

`Fin n` is the index set $0,\dots,n-1$. For $n=0$ the family is empty, hence independent. Suppose the claim holds for $n$ vectors, and let $\sum_{k=0}^{n}g_ku_k=0$. Applying $N$ removes the first term and lowers the others, leaving $\sum_{k=0}^{n-1}g_{k+1}u_k=0$. By induction $g_1=\dots=g_n=0$. What remains is $g_0u_0=0$, and $u_0\neq0$ gives $g_0=0$. In Lean, `congrArg` applies $N$ to both sides, and `hs` and `hfirst` record the two conclusions.

```lean
/-- A nonzero solution at energy `E`, its energy Taylor coefficients, and finitely many nonzero
solutions at distinct energies different from `E` are all together linearly independent. -/
theorem augmented_basis_linearIndependent {ι : Type*} [Fintype ι]
    {H : Module.End K V} {E : K} {n : ℕ} {u : ℕ → V} {ε : ι → K} {v : ι → V}
    (h : IsEnergyChain H E n u) (h0 : u 0 ≠ 0)
    (hinj : Function.Injective ε) (hE : ∀ j, ε j ≠ E)
    (hv : ∀ j, H (v j) = ε j • v j) (hv0 : ∀ j, v j ≠ 0) :
    LinearIndependent K (Sum.elim (fun k : Fin n => u k) v) := by
  have hvind : LinearIndependent K v :=
    Module.End.eigenvectors_linearIndependent' H ε hinj v
      (fun j => ⟨Module.End.mem_eigenspace_iff.2 (hv j), hv0 j⟩)
  rw [Fintype.linearIndependent_iff]
  intro g hg
  rw [Fintype.sum_sum_type] at hg
  simp only [Sum.elim_inl, Sum.elim_inr] at hg
  -- `(H - E)^n` annihilates the whole chain
  have hchain : (detuned H E ^ n) (∑ k : Fin n, g (Sum.inl k) • u k) = 0 := by
    rw [map_sum]
    refine Finset.sum_eq_zero fun k _ => ?_
    have e : detuned H E ^ n = detuned H E ^ (n - ((k : ℕ) + 1)) * detuned H E ^ ((k : ℕ) + 1) := by
      rw [← pow_add, Nat.sub_add_cancel (show (k : ℕ) + 1 ≤ n from k.isLt)]
    rw [map_smul, e, Module.End.mul_apply, chain_annihilated h k k.isLt, map_zero, smul_zero]
  have hpow : ∀ j, (detuned H E ^ n) (v j) = (ε j - E) ^ n • v j :=
    fun j => detuned_pow_apply E (hv j) n
  have hN := congrArg (detuned H E ^ n) hg
  rw [map_add, hchain, zero_add, map_sum, map_zero] at hN
  simp only [map_smul, hpow, smul_smul] at hN
  -- hence the coefficients at the other energies vanish, and then those of the chain
  have hr : ∀ j, g (Sum.inr j) = 0 := by
    intro j
    have hj : g (Sum.inr j) * (ε j - E) ^ n = 0 :=
      Fintype.linearIndependent_iff.1 hvind (fun j => g (Sum.inr j) * (ε j - E) ^ n) hN j
    exact (mul_eq_zero.1 hj).resolve_right (pow_ne_zero _ (sub_ne_zero.2 (hE j)))
  simp only [hr, zero_smul, Finset.sum_const_zero, add_zero] at hg
  have hl := Fintype.linearIndependent_iff.1 (chain_linearIndependent h h0)
    (fun k => g (Sum.inl k)) hg
  rintro (k | j)
  · exact hl k
  · exact hr j
```

Now add finitely many nonzero solutions $v_j$ at energies $\varepsilon_j$, distinct from one another (`Function.Injective ε`) and from $E$. `Sum.elim` joins the two families into one. Let
$$\sum_{k<n}g_ku_k+\sum_jc_jv_j=0.$$
Since $N^n$ annihilates every $u_k$, applying it leaves $\sum_jc_j(\varepsilon_j-E)^nv_j=0$. Eigenvectors at distinct eigenvalues are independent, a Mathlib result used for `hvind`, so each $c_j(\varepsilon_j-E)^n$ vanishes. The power is nonzero, hence $c_j=0$ (`hr`). The previous theorem then gives $g_k=0$.

```lean
/-- A nonzero solution `u` at `E₁`, its energy derivative `w` and a nonzero solution `v` at a
different energy `E₂` are linearly independent. -/
theorem three_functions_linearIndependent {H : Module.End K V} {E₁ E₂ : K} {u w v : V}
    (hu : H u = E₁ • u) (hw : H w = E₁ • w + u) (hv : H v = E₂ • v)
    (hu0 : u ≠ 0) (hv0 : v ≠ 0) (hE : E₁ ≠ E₂) : LinearIndependent K ![u, w, v] := by
  have hc : IsEnergyChain H E₁ 2 (fun k => if k = 0 then u else w) := by
    refine ⟨by simpa using hu, fun k hk => ?_⟩
    obtain rfl : k = 0 := by omega
    simpa using hw
  have h := augmented_basis_linearIndependent (ε := fun _ : Unit => E₂) (v := fun _ => v)
    hc (by simpa using hu0) (fun _ _ _ => rfl) (fun _ => hE.symm) (fun _ => hv) (fun _ => hv0)
  rw [Fintype.linearIndependent_iff] at h ⊢
  intro g hg
  have h' := h (Sum.elim ![g 0, g 1] (fun _ => g 2))
    (by simpa [Fin.sum_univ_succ, add_assoc] using hg)
  intro i
  fin_cases i
  · exact h' (Sum.inl 0)
  · exact h' (Sum.inl 1)
  · exact h' (Sum.inr ())
```

`![u, w, v]` is the list of three vectors. The proof takes $n=2$ and one extra solution. Written out, $\alpha u+\beta w+\gamma v=0$ becomes $\gamma(E_2-E_1)^2v=0$ under $(H-E_1)^2$, so $\gamma=0$. Applying $H-E_1$ to the rest gives $\beta u=0$, so $\beta=0$, and then $\alpha=0$.

```lean
/-- For nonzero solutions `u` and `v` at different energies and any coefficients `a` and `b`, the
three vectors `u`, its energy derivative `w` and the local orbital are linearly independent. -/
theorem localOrbital_linearIndependent {H : Module.End K V} {E₁ E₂ : K} {u w v : V}
    (hu : H u = E₁ • u) (hw : H w = E₁ • w + u) (hv : H v = E₂ • v)
    (hu0 : u ≠ 0) (hv0 : v ≠ 0) (hE : E₁ ≠ E₂) (a b : K) :
    LinearIndependent K ![u, w, localOrbital u w v a b] := by
  have h := Fintype.linearIndependent_iff.1
    (three_functions_linearIndependent hu hw hv hu0 hv0 hE)
  rw [Fintype.linearIndependent_iff]
  intro g hg
  have hsum : g 0 • u + g 1 • w + g 2 • (a • u + b • w + v) = 0 := by
    rw [Fin.sum_univ_three] at hg
    exact hg
  -- collect the coefficients of `u`, `w` and `v`
  have key : (g 0 + g 2 * a) • u + (g 1 + g 2 * b) • w + g 2 • v = 0 := by
    linear_combination (norm := module) hsum
  have h' := h ![g 0 + g 2 * a, g 1 + g 2 * b, g 2] (by rw [Fin.sum_univ_three]; exact key)
  have h2 : g 2 = 0 := h' 2
  have h0 : g 0 + g 2 * a = 0 := h' 0
  have h1 : g 1 + g 2 * b = 0 := h' 1
  rw [h2, zero_mul, add_zero] at h0 h1
  intro i
  fin_cases i
  · exact h0
  · exact h1
  · exact h2
```

For any $a,b$, a vanishing combination $g_0u+g_1w+g_2(au+bw+v)=0$ regroups as
$$(g_0+g_2a)u+(g_1+g_2b)w+g_2v=0.$$
All three coefficients vanish, so $g_2=0$, and then $g_0=g_1=0$. The line `key` is this regrouping.

Take the solutions of a radial Schrödinger equation in one angular momentum channel, with a potential that does not depend on energy. A local orbital added for a semicore state, with $v$ at an energy different from that of $u$, is then never redundant with $u$ and $\dot u$. Scalar-relativistic radial equations, whose operator depends on energy, are not covered. How close to dependence the functions come numerically is a separate question.

```lean
/-- If the boundary values and slopes of `u` and `w` have nonzero determinant, exactly one
pair of coefficients gives a local orbital with zero value and zero slope at the boundary. -/
theorem localOrbital_matching (val slope : V →ₗ[K] K) (u w v : V)
    (hD : val u * slope w - val w * slope u ≠ 0) :
    ∃! p : K × K, val (localOrbital u w v p.1 p.2) = 0 ∧
      slope (localOrbital u w v p.1 p.2) = 0 := by
  obtain ⟨d, hd⟩ : ∃ d : K, d * (val u * slope w - val w * slope u) = 1 :=
    ⟨_, inv_mul_cancel₀ hD⟩
  simp only [localOrbital, map_add, map_smul, smul_eq_mul]
  -- Cramer's rule for the two matching conditions
  refine ⟨(d * (val w * slope v - val v * slope w), d * (val v * slope u - val u * slope v)),
    ⟨?_, ?_⟩, ?_⟩
  · linear_combination (-val v) * hd
  · linear_combination (-slope v) * hd
  · rintro ⟨a, b⟩ ⟨e1, e2⟩
    dsimp only at e1 e2
    refine Prod.ext ?_ ?_
    · change a = d * (val w * slope v - val v * slope w)
      linear_combination d * slope w * e1 - d * val w * e2 - a * hd
    · change b = d * (val v * slope u - val u * slope v)
      linear_combination d * val u * e2 - d * slope u * e1 - b * hd
```

Write $P$ and $S$ for `val` and `slope`, two linear functionals standing for value and radial slope at the sphere boundary. The conditions are
$$aP(u)+bP(w)=-P(v),\qquad aS(u)+bS(w)=-S(v).$$
The hypothesis $D=P(u)S(w)-P(w)S(u)\neq0$ means that the boundary data of $u$ and $w$ are not proportional, so together they can cancel those of any $v$. Cramer's rule gives
$$a=\frac{P(w)S(v)-P(v)S(w)}{D},\qquad b=\frac{P(v)S(u)-P(u)S(v)}{D}.$$
`∃!` means "there is exactly one". The first two `linear_combination` steps check the solution, and the last two eliminate one unknown at a time to show uniqueness.

```lean
/-- A non-symmetric matrix, acting as a linear map on vectors with three rational entries. -/
def modelH : Module.End ℚ (Fin 3 → ℚ) :=
  Matrix.mulVecLin !![2, 1, 0; 0, 2, 0; 0, 0, 5]
```

This matrix acts on column vectors with rational entries. It is not symmetric, in line with the opening remark, and it is not a physical Hamiltonian. It only shows that the hypotheses can hold together.

```lean
/-- The first basis function followed by the second one. -/
def modelChain (k : ℕ) : Fin 3 → ℚ := if k = 0 then ![1, 0, 0] else ![0, 1, 0]
```

The chain is $u_0=e_0$, $u_1=e_1$, where $e_0,e_1,e_2$ are the unit vectors.

```lean
/-- In the model, the first two basis functions form an energy chain at energy 2 with
nonzero start, and the third is a solution at energy 5. -/
theorem energyChain_witness :
    IsEnergyChain modelH 2 2 modelChain ∧ modelChain 0 ≠ 0 ∧
      modelH ![0, 0, 1] = (5 : ℚ) • ![0, 0, 1] := by
  refine ⟨⟨?_, fun k hk => ?_⟩, ?_, ?_⟩
  · ext i
    fin_cases i <;> simp [modelH, modelChain, Matrix.mulVec, dotProduct, Fin.sum_univ_succ]
  · obtain rfl : k = 0 := by omega
    ext i
    fin_cases i <;> simp [modelH, modelChain, Matrix.mulVec, dotProduct, Fin.sum_univ_succ]
  · intro h
    have h1 := congrFun h 0
    simp [modelChain] at h1
  · ext i
    fin_cases i <;> simp [modelH, Matrix.mulVec, dotProduct, Fin.sum_univ_succ]

end LocalOrbitals
```

Multiplying out gives $He_0=2e_0$, $He_1=2e_1+e_0$ and $He_2=5e_2$. The hypotheses of the three-function theorem are therefore met with $E_1=2$ and $E_2=5$.

```lean
#print axioms LocalOrbitals.localOrbital_linearIndependent
-- 'LocalOrbitals.localOrbital_linearIndependent' depends on axioms: [propext, Classical.choice, Quot.sound]
#print axioms LocalOrbitals.localOrbital_matching
-- 'LocalOrbitals.localOrbital_matching' depends on axioms: [propext, Quot.sound]
```
